# Rung singlets as a ground state of the fully frustrated spin-1/2 ladder for J ≥ 2, with inter-rung coupling 1

To find the ground state of a ring of $n$ rungs, each carrying two exchange-coupled spins 1/2, we take a state to be a complex function on the up/down configurations of the $2n$ sites, not an abstract tensor product. With $\hbar=1$ and $\mathbf T_r=\mathbf S_{r,0}+\mathbf S_{r,1}$, the Hamiltonian is

$$H=\sum_r \mathbf T_r\cdot\mathbf T_{r+1}+J\sum_r \mathbf S_{r,0}\cdot\mathbf S_{r,1}.$$

The legs are numbered 0 and 1, as in Lean, instead of 1 and 2. Expanding $\mathbf T_r\cdot\mathbf T_{r+1}$ gives leg and diagonal couplings, all of strength 1. The condition $J\ge2$ means antiferromagnetic rung exchange at least twice as strong as these. Whether a real material has equal leg and diagonal exchange is a separate, empirical question.

```lean
import Mathlib

open Finset

namespace FullyFrustratedLadder

noncomputable section
```

## States, spins and energy

Rungs are labelled by `ZMod n`, so $r+1$ closes the ring. The value 0 is up and 1 is down.

```lean
/-- A spin configuration of the ladder: each site (rung, leg) is up (0) or down (1). -/
abbrev Config (n : ℕ) := ZMod n × Fin 2 → Fin 2
```

A state $\psi$ assigns an amplitude $\psi(\sigma)$ to each configuration $\sigma$.

```lean
/-- A state of the ladder, given by its amplitudes on the spin configurations. -/
abbrev State (n : ℕ) := Config n → ℂ
```

Write $P^a$ for the Pauli matrices; $a=0,1,2$ stands for $x,y,z$.

```lean
/-- The three Pauli matrices x, y, z. -/
def pauli : Fin 3 → Matrix (Fin 2) (Fin 2) ℂ :=
  ![!![0, 1; 1, 0], !![0, -Complex.I; Complex.I, 0], !![1, 0; 0, -1]]
```

With $\sigma^{i\to s}$ denoting $\sigma$ after site $i$ is set to $s$, the spin acts by

$$(S_i^a\psi)(\sigma)=\tfrac12\sum_s P^a_{\sigma_i s}\,\psi(\sigma^{i\to s}).$$

```lean
variable {n : ℕ}

/-- Component `a` of the spin 1/2 at site `i`: half a Pauli matrix acting on that site. -/
def spin (i : ZMod n × Fin 2) (a : Fin 3) : Module.End ℂ (State n) where
  toFun ψ σ := (1 / 2) * ∑ s, pauli a (σ i) s * ψ (Function.update σ i s)
  map_add' ψ φ := by
    funext σ
    simp only [Pi.add_apply, Fin.sum_univ_two]
    ring
  map_smul' c ψ := by
    funext σ
    simp only [Pi.smul_apply, smul_eq_mul, RingHom.id_apply, Fin.sum_univ_two]
    ring
```

The rung spin is $T_r^a=S_{r,0}^a+S_{r,1}^a$.

```lean
/-- Component `a` of the total spin T_r of rung `r`. -/
def rungSpin (r : ZMod n) (a : Fin 3) : Module.End ℂ (State n) :=
  spin (r, 0) a + spin (r, 1) a
```

The bond spin is $B_r^a=T_r^a+T_{r+1}^a$.

```lean
/-- Component `a` of T_r + T_(r+1): the total spin of two neighbouring rungs, or 2 T_r if `n = 1`.
-/
def bondSpin (r : ZMod n) (a : Fin 3) : Module.End ℂ (State n) :=
  rungSpin r a + rungSpin (r + 1) a
```

The Hamiltonian is the one above, for every $n\ge1$ (`NeZero n`). At $n=1$ the bond joins the rung to itself, and at $n=2$ the same pair is coupled twice; an ordinary ring starts at $n=3$.

```lean
/-- The ladder Hamiltonian: T_r · T_(r+1) on each bond of the ring, and `J` times the
product of the two spins on each rung. -/
def hamiltonian [NeZero n] (J : ℝ) : Module.End ℂ (State n) :=
  ∑ r, ∑ a, rungSpin r a * rungSpin (r + 1) a + J • ∑ r, ∑ a, spin (r, 0) a * spin (r, 1) a
```

States need not be normalised, so we keep $\|\psi\|^2=\sum_\sigma|\psi(\sigma)|^2$.

```lean
/-- The squared norm of a state. -/
def normSq [NeZero n] (ψ : State n) : ℝ := ∑ σ, ‖ψ σ‖ ^ 2
```

Accordingly, `energy` is $\mathrm{Re}\langle\psi|H\psi\rangle$; the usual expectation value is this divided by $\|\psi\|^2$.

```lean
/-- The real part of ⟨ψ|Hψ⟩, for a state that need not be normalised. -/
def energy [NeZero n] (J : ℝ) (ψ : State n) : ℝ := (star ψ ⬝ᵥ hamiltonian J ψ).re
```

The singlet amplitudes form the matrix $\varepsilon$, with $\varepsilon_{01}=1$, $\varepsilon_{10}=-1$ and zeros on the diagonal. A normalised singlet has an extra factor $1/\sqrt2$.

```lean
/-- The unnormalised singlet amplitudes of two spins: up-down minus down-up. -/
def singlet : Matrix (Fin 2) (Fin 2) ℂ := !![0, 1; -1, 0]
```

The candidate state is $\Phi(\sigma)=\prod_r\varepsilon_{\sigma_{r,0}\sigma_{r,1}}$, with $\|\Phi\|^2=2^n$.

```lean
/-- The (unnormalised) product of singlets on all rungs. -/
def singletProduct [NeZero n] : State n := fun σ => ∏ r, singlet (σ (r, 0)) (σ (r, 1))
```

## Completing the squares

Acting twice on one site overwrites the first change, and $(P^a)^2=1$, so

$$(S_i^aS_i^a\psi)(\sigma)=\tfrac14\sum_t (P^aP^a)_{\sigma_i t}\,\psi(\sigma^{i\to t})=\tfrac14\psi(\sigma).$$

```lean
/-- Each component of a spin 1/2 squares to 1/4. -/
theorem spin_mul_self (i : ZMod n × Fin 2) (a : Fin 3) :
    spin i a * spin i a = (1 / 4 : ℝ) • (1 : Module.End ℂ (State n)) := by
  have hp : pauli a * pauli a = 1 := by
    ext u v
    fin_cases a <;> fin_cases u <;> fin_cases v <;>
      simp [pauli, Matrix.mul_apply, Fin.sum_univ_two]
  refine LinearMap.ext fun ψ => funext fun σ => ?_
  have key : ψ σ = ∑ t, (1 : Matrix (Fin 2) (Fin 2) ℂ) (σ i) t * ψ (Function.update σ i t) := by
    simp [Matrix.one_apply]
  simp only [Module.End.mul_apply, LinearMap.smul_apply, Module.End.one_apply, Pi.smul_apply,
    Complex.real_smul]
  rw [key, ← hp]
  simp only [spin, LinearMap.coe_mk, AddHom.coe_mk, Matrix.mul_apply, Fin.sum_univ_two,
    Function.update_self, Function.update_idem]
  push_cast
  ring
```

For $i\ne j$, changes at the two sites can be made in either order, hence $S_i^aS_j^a=S_j^aS_i^a$. For $i=j$ this is trivial.

```lean
/-- Equal components of any two spins commute. -/
theorem spin_comm (i j : ZMod n × Fin 2) (a : Fin 3) :
    spin i a * spin j a = spin j a * spin i a := by
  by_cases h : i = j
  · rw [h]
  refine LinearMap.ext fun ψ => funext fun σ => ?_
  have hc : ∀ s t, Function.update (Function.update σ i s) j t =
      Function.update (Function.update σ j t) i s := fun s t => Function.update_comm h s t σ
  simp only [Module.End.mul_apply, spin, LinearMap.coe_mk, AddHom.coe_mk, Fin.sum_univ_two,
    Function.update_of_ne h, Function.update_of_ne (Ne.symm h), hc]
  ring
```

For Hermiticity, write

$$\langle\varphi|S_i^a\psi\rangle=\tfrac12\sum_{\sigma,s}\overline{\varphi(\sigma)}\,P^a_{\sigma_i s}\,\psi(\sigma^{i\to s}).$$

Exchanging old and new spin values, $(\sigma,s)\mapsto(\sigma^{i\to s},\sigma_i)$, and using $\overline{P^a_{us}}=P^a_{su}$ gives $\langle S_i^a\varphi|\psi\rangle$. This exchange is the involution `e`.

```lean
variable [NeZero n]

/-- The spin operators are Hermitian. -/
theorem spin_symm (i : ZMod n × Fin 2) (a : Fin 3) (φ ψ : State n) :
    star φ ⬝ᵥ spin i a ψ = star (spin i a φ) ⬝ᵥ ψ := by
  have hp : ∀ u s, star (pauli a u s) = pauli a s u := by
    intro u s
    fin_cases a <;> fin_cases u <;> fin_cases s <;> simp [pauli]
  have h2 : star (1 / 2 : ℂ) = 1 / 2 := by simp
  have hL : star φ ⬝ᵥ spin i a ψ = ∑ x : Config n × Fin 2,
      (1 / 2) * (star (φ x.1) * pauli a (x.1 i) x.2 * ψ (Function.update x.1 i x.2)) := by
    rw [Fintype.sum_prod_type]
    simp only [dotProduct, Pi.star_apply, spin, LinearMap.coe_mk, AddHom.coe_mk, Fin.sum_univ_two]
    exact sum_congr rfl fun σ _ => by ring
  have hR : star (spin i a φ) ⬝ᵥ ψ = ∑ x : Config n × Fin 2,
      (1 / 2) * (star (φ (Function.update x.1 i x.2)) * pauli a x.2 (x.1 i) * ψ x.1) := by
    rw [Fintype.sum_prod_type]
    simp only [dotProduct, Pi.star_apply, spin, LinearMap.coe_mk, AddHom.coe_mk, Fin.sum_univ_two,
      star_mul', star_add, h2, hp]
    exact sum_congr rfl fun σ _ => by ring
  -- exchange the old and the new spin value at site i
  have e : Function.Involutive
      (fun x : Config n × Fin 2 => (Function.update x.1 i x.2, x.1 i)) := fun x => by simp
  rw [hL, hR, ← Equiv.sum_comp (Function.Involutive.toPerm _ e)]
  refine sum_congr rfl fun x _ => ?_
  simp only [Function.Involutive.coe_toPerm, Function.update_self, Function.update_idem,
    Function.update_eq_self]
```

Squaring the rung and bond spins now gives

$$\mathbf S_{r,0}\cdot\mathbf S_{r,1}=\tfrac12\mathbf T_r^2-\tfrac34,\qquad \mathbf B_r^2=\mathbf T_r^2+\mathbf T_{r+1}^2+2\,\mathbf T_r\cdot\mathbf T_{r+1}.$$

Relabelling the rungs gives $\sum_r\mathbf T_{r+1}^2=\sum_r\mathbf T_r^2$, so $\sum_r\mathbf T_r\cdot\mathbf T_{r+1}=\frac12\sum_r\mathbf B_r^2-\sum_r\mathbf T_r^2$, and

$$H=-\tfrac{3nJ}4+\tfrac12\sum_r\mathbf B_r^2+\tfrac{J-2}2\sum_r\mathbf T_r^2.$$

In the proof, `hs` and `hb` are the two identities, component by component, and `shift` relabels the rungs.

```lean
/-- The Hamiltonian is a constant plus squares of bond spins and rung spins. -/
theorem hamiltonian_eq (J : ℝ) : hamiltonian (n := n) J =
    (-(3 * n * J / 4)) • (1 : Module.End ℂ (State n))
      + (1 / 2 : ℝ) • ∑ r, ∑ a, bondSpin r a * bondSpin r a
      + ((J - 2) / 2) • ∑ r, ∑ a, rungSpin r a * rungSpin r a := by
  have hs : ∀ (r : ZMod n) a, spin (r, 0) a * spin (r, 1) a =
      (1 / 2 : ℝ) • (rungSpin r a * rungSpin r a) - (1 / 4 : ℝ) • 1 := by
    intro r a
    rw [rungSpin, add_mul, mul_add, mul_add, spin_mul_self, spin_mul_self,
      spin_comm (r, 1) (r, 0)]
    module
  have h1 : ∑ r : ZMod n, ∑ a, spin (r, 0) a * spin (r, 1) a =
      (1 / 2 : ℝ) • ∑ r, ∑ a, rungSpin r a * rungSpin r a - (3 * n / 4 : ℝ) • 1 := by
    simp only [hs, sum_sub_distrib, ← smul_sum, sum_const, card_univ, ZMod.card, Fintype.card_fin]
    module
  have hb : ∀ (r : ZMod n) a, bondSpin r a * bondSpin r a = rungSpin r a * rungSpin r a
      + rungSpin (r + 1) a * rungSpin (r + 1) a
      + (2 : ℝ) • (rungSpin r a * rungSpin (r + 1) a) := by
    intro r a
    have hc : rungSpin (r + 1) a * rungSpin r a = rungSpin r a * rungSpin (r + 1) a := by
      simp only [rungSpin, add_mul, mul_add, spin_comm (r + 1, _) (r, _)]
      abel
    rw [bondSpin, add_mul, mul_add, mul_add, hc]
    module
  -- shifting the rung label around the ring leaves the sum unchanged
  have shift : ∑ r : ZMod n, ∑ a, rungSpin (r + 1) a * rungSpin (r + 1) a =
      ∑ r, ∑ a, rungSpin r a * rungSpin r a :=
    Equiv.sum_comp (Equiv.addRight (1 : ZMod n)) (fun r => ∑ a, rungSpin r a * rungSpin r a)
  simp only [hamiltonian, h1, hb, sum_add_distrib, ← smul_sum, shift]
  module
```

Since $T_r^a$ and $B_r^a$ are Hermitian, $\langle\psi|(T_r^a)^2\psi\rangle=\|T_r^a\psi\|^2$, and likewise for $B_r^a$. Therefore

$$\mathrm{Re}\langle\psi|H\psi\rangle=-\tfrac{3nJ}4\|\psi\|^2+\tfrac12\sum_{r,a}\|B_r^a\psi\|^2+\tfrac{J-2}2\sum_{r,a}\|T_r^a\psi\|^2.$$

```lean
/-- The energy is a constant times the squared norm, plus weighted squared norms of the
bond spins and rung spins applied to the state. -/
theorem energy_eq (J : ℝ) (ψ : State n) : energy J ψ = -(3 * n * J / 4) * normSq ψ
    + 1 / 2 * ∑ r, ∑ a, normSq (bondSpin r a ψ)
    + (J - 2) / 2 * ∑ r, ∑ a, normSq (rungSpin r a ψ) := by
  have hn : ∀ φ : State n, (star φ ⬝ᵥ φ).re = normSq φ := by
    intro φ
    simp only [dotProduct, normSq, Complex.re_sum, Pi.star_apply]
    refine sum_congr rfl fun σ _ => ?_
    rw [Complex.sq_norm, Complex.normSq_apply]
    simp [Complex.mul_re]
  have hT : ∀ r a (φ χ : State n), star φ ⬝ᵥ rungSpin r a χ = star (rungSpin r a φ) ⬝ᵥ χ := by
    intro r a φ χ
    simp only [rungSpin, LinearMap.add_apply, dotProduct_add, star_add, add_dotProduct, spin_symm]
  have hB : ∀ r a (φ χ : State n), star φ ⬝ᵥ bondSpin r a χ = star (bondSpin r a φ) ⬝ᵥ χ := by
    intro r a φ χ
    simp only [bondSpin, LinearMap.add_apply, dotProduct_add, star_add, add_dotProduct, hT]
  have hT2 := fun r a => hT r a ψ (rungSpin r a ψ)
  have hB2 := fun r a => hB r a ψ (bondSpin r a ψ)
  rw [energy, hamiltonian_eq]
  simp only [LinearMap.add_apply, LinearMap.smul_apply, LinearMap.sum_apply, Module.End.mul_apply,
    Module.End.one_apply, dotProduct_add, dotProduct_smul, dotProduct_sum, hT2, hB2,
    Complex.add_re, Complex.smul_re, Complex.re_sum, hn, smul_eq_mul]
```

## States without rung spin

On $\Phi$, the operator $T_r^a$ replaces the factor $\varepsilon$ of rung $r$ by $\frac12(P^a\varepsilon+\varepsilon (P^a)^{\mathsf T})=0$. Lean separates off the other rungs and checks the matrix entries case by case.

```lean
/-- Every rung spin annihilates the product of rung singlets. -/
theorem rungSpin_singletProduct (r : ZMod n) (a : Fin 3) :
    rungSpin r a (singletProduct (n := n)) = 0 := by
  funext σ
  -- changing a spin on rung r leaves the factors of the other rungs alone
  have hu : ∀ k s, singletProduct (Function.update σ (r, k) s) =
      singlet (Function.update σ (r, k) s (r, 0)) (Function.update σ (r, k) s (r, 1)) *
        ∏ q ∈ univ.erase r, singlet (σ (q, 0)) (σ (q, 1)) := by
    intro k s
    rw [singletProduct, ← mul_prod_erase _ _ (mem_univ r)]
    refine congrArg _ (prod_congr rfl fun q hq => ?_)
    simp [ne_of_mem_erase hq]
  have h01 : ((r, 0) : ZMod n × Fin 2) ≠ (r, 1) := by simp
  simp only [rungSpin, spin, LinearMap.add_apply, LinearMap.coe_mk, AddHom.coe_mk, Pi.add_apply,
    Pi.zero_apply, Fin.sum_univ_two, hu, Function.update_self, Function.update_of_ne h01,
    Function.update_of_ne h01.symm]
  generalize ∏ q ∈ univ.erase r, singlet (σ (q, 0)) (σ (q, 1)) = P
  generalize σ (r, 0) = u
  generalize σ (r, 1) = v
  fin_cases a <;> fin_cases u <;> fin_cases v <;> simp [pauli, singlet]
```

Conversely, suppose every $T_r^a$ annihilates $\psi$. On a parallel rung, $T_r^z\psi=0$ reads $\pm\psi(\sigma)=0$ (`par`). Evaluating $T_r^x\psi=0$ with rung $r$ up-up gives $\frac12[\psi(\downarrow\uparrow)+\psi(\uparrow\downarrow)]=0$, the other rungs being fixed (`swap`).

Let $c$ be the amplitude of $\psi$ with every rung up-down, where $\Phi=1$. Induction on the set of rungs allowed to differ from up-down (`claim`) gives $\psi=c\,\Phi$: on a new rung, both sides vanish if it is parallel and both change sign if it is down-up.

```lean
/-- A state annihilated by every rung spin is a multiple of the product of rung singlets. -/
theorem eq_smul_singletProduct (ψ : State n) (h : ∀ r a, rungSpin r a ψ = 0) :
    ∃ c : ℂ, ψ = c • singletProduct := by
  -- no amplitude on parallel rungs
  have par : ∀ χ : State n, (∀ r a, rungSpin r a χ = 0) → ∀ r σ, σ (r, 0) = σ (r, 1) →
      χ σ = 0 := by
    intro χ hχ r σ e
    have h1 := congrFun (hχ r 2) σ
    have u0 := Function.update_eq_self (r, (0 : Fin 2)) σ
    have u1 := Function.update_eq_self (r, (1 : Fin 2)) σ
    simp only [rungSpin, spin, LinearMap.add_apply, LinearMap.coe_mk, AddHom.coe_mk,
      Pi.add_apply, Pi.zero_apply, Fin.sum_univ_two, ← e] at h1
    rw [← e] at u1
    have two : ∀ u : Fin 2, u = 0 ∨ u = 1 := by decide
    rcases two (σ (r, 0)) with h0 | h0 <;> rw [h0] at u0 u1 h1 <;>
      simpa [pauli, u0, u1] using h1
  -- exchanging antiparallel spins on a rung changes the sign
  have swap : ∀ χ : State n, (∀ r a, rungSpin r a χ = 0) → ∀ r σ, σ (r, 0) = 1 →
      σ (r, 1) = 0 → χ σ = -χ (Function.update (Function.update σ (r, 0) 0) (r, 1) 1) := by
    intro χ hχ r σ e0 e1
    have h1 := congrFun (hχ r 0) (Function.update σ (r, 0) 0)
    have u : Function.update σ (r, 0) 1 = σ :=
      (congrArg (Function.update σ (r, 0)) e0.symm).trans (Function.update_eq_self _ _)
    simp [rungSpin, spin, pauli, Fin.sum_univ_two, e1, u] at h1
    linear_combination 2 * h1
  have two : ∀ u v : Fin 2, u ≠ v → (u = 0 ∧ v = 1) ∨ (u = 1 ∧ v = 0) := by decide
  have claim : ∀ (s : Finset (ZMod n)) (σ : Config n),
      (∀ r, r ∉ s → σ (r, 0) = 0 ∧ σ (r, 1) = 1) →
      ψ σ = ψ (fun i => i.2) * singletProduct σ := by
    intro s
    induction s using Finset.induction_on with
    | empty =>
      intro σ hσ
      have e : σ = fun i => i.2 := by
        funext ⟨r, k⟩
        have hr := hσ r (notMem_empty r)
        fin_cases k
        · exact hr.1
        · exact hr.2
      rw [e]
      simp [singletProduct, singlet]
    | insert r s hr ih =>
      intro σ hσ
      by_cases e : σ (r, 0) = σ (r, 1)
      · rw [par ψ h r σ e, par _ rungSpin_singletProduct r σ e, mul_zero]
      rcases two _ _ e with e' | e'
      · refine ih σ fun q hq => ?_
        by_cases hqr : q = r
        · rw [hqr]
          exact e'
        · exact hσ q (by simp [hqr, hq])
      · rw [swap ψ h r σ e'.1 e'.2, swap _ rungSpin_singletProduct r σ e'.1 e'.2, ih]
        · ring
        · intro q hq
          by_cases hqr : q = r
          · subst hqr
            simp
          · have := hσ q (by simp [hqr, hq])
            simpa [Function.update_apply, hqr] using this
  exact ⟨ψ (fun i => i.2), funext fun σ => claim univ σ fun r hr => absurd (mem_univ r) hr⟩
```

## The ground state and its uniqueness

All squares annihilate $\Phi$, leaving $H\Phi=-\frac{3nJ}4\Phi$ for every real $J$.

```lean
/-- For every `J` the Hamiltonian multiplies the product of rung singlets by -3nJ/4. -/
theorem hamiltonian_singletProduct (J : ℝ) :
    hamiltonian J (singletProduct (n := n)) = (-(3 * n * J / 4)) • singletProduct := by
  rw [hamiltonian_eq]
  simp only [LinearMap.add_apply, LinearMap.smul_apply, LinearMap.sum_apply, Module.End.mul_apply,
    Module.End.one_apply, bondSpin, rungSpin_singletProduct, map_zero, add_zero, sum_const_zero,
    smul_zero]
```

If $J\ge2$, both sums in the energy formula have non-negative weights, so $\mathrm{Re}\langle\psi|H\psi\rangle\ge-\frac{3nJ}4\|\psi\|^2$ for every $\psi$. The theorem joins this bound to the eigenvalue equation and $\Phi\ne0$. For this finite ladder with equal leg and diagonal couplings, it supplies an exact reference energy for numerical diagonalisation.

```lean
/-- For `J ≥ 2` the product of rung singlets is a ground state: a nonzero eigenvector with
eigenvalue -3nJ/4, and -3nJ/4 times the squared norm of any state bounds its (unnormalised) `energy`
from below. -/
theorem singletProduct_groundState (J : ℝ) (hJ : 2 ≤ J) :
    singletProduct (n := n) ≠ 0 ∧
    hamiltonian J (singletProduct (n := n)) = (-(3 * n * J / 4)) • singletProduct ∧
    ∀ ψ : State n, -(3 * n * J / 4) * normSq ψ ≤ energy J ψ := by
  refine ⟨fun h => ?_, hamiltonian_singletProduct J, fun ψ => ?_⟩
  · have h1 := congrFun h (fun i => i.2)
    simp [singletProduct, singlet] at h1
  · have hn : ∀ φ : State n, 0 ≤ normSq φ := fun φ => sum_nonneg fun σ _ => sq_nonneg _
    have hA : 0 ≤ ∑ r, ∑ a, normSq (bondSpin r a ψ) :=
      sum_nonneg fun r _ => sum_nonneg fun a _ => hn _
    have hB : 0 ≤ ∑ r, ∑ a, normSq (rungSpin r a ψ) :=
      sum_nonneg fun r _ => sum_nonneg fun a _ => hn _
    rw [energy_eq]
    nlinarith [mul_nonneg (sub_nonneg.2 hJ) hB]
```

If $J>2$ and the bound is attained, the rung sum must vanish. Each of its terms is then zero, every $T_r^a$ annihilates $\psi$, and $\psi=c\,\Phi$. Conversely, every multiple of $\Phi$ attains the bound, including the zero vector.

```lean
/-- For `J > 2` the (unnormalised) `energy` of a state equals its lower bound, -3nJ/4 times the
squared norm of the state, exactly when the state is a multiple of the product of rung singlets. -/
theorem groundState_unique (J : ℝ) (hJ : 2 < J) (ψ : State n) :
    energy J ψ = -(3 * n * J / 4) * normSq ψ ↔ ∃ c : ℂ, ψ = c • singletProduct := by
  have hn : ∀ φ : State n, 0 ≤ normSq φ := fun φ => sum_nonneg fun σ _ => sq_nonneg _
  rw [energy_eq]
  constructor
  · intro h
    have hA : 0 ≤ ∑ r, ∑ a, normSq (bondSpin r a ψ) :=
      sum_nonneg fun r _ => sum_nonneg fun a _ => hn _
    have hB : 0 ≤ ∑ r, ∑ a, normSq (rungSpin r a ψ) :=
      sum_nonneg fun r _ => sum_nonneg fun a _ => hn _
    have hB0 : ∑ r, ∑ a, normSq (rungSpin r a ψ) = 0 := by
      by_contra hne
      have hpos := lt_of_le_of_ne hB (Ne.symm hne)
      nlinarith [mul_pos (sub_pos.2 hJ) hpos]
    -- a vanishing sum of squared norms means that every rung spin annihilates the state
    refine eq_smul_singletProduct ψ fun r a => funext fun σ => ?_
    have h1 : ∑ a, normSq (rungSpin r a ψ) = 0 :=
      (sum_eq_zero_iff_of_nonneg (fun r _ => sum_nonneg fun a _ => hn _)).1 hB0 r (mem_univ r)
    have h2 : normSq (rungSpin r a ψ) = 0 :=
      (sum_eq_zero_iff_of_nonneg (fun a _ => hn _)).1 h1 a (mem_univ a)
    unfold normSq at h2
    have h3 : ‖rungSpin r a ψ σ‖ ^ 2 = 0 :=
      (sum_eq_zero_iff_of_nonneg (fun σ _ => by positivity)).1 h2 σ (mem_univ σ)
    simpa using h3
  · rintro ⟨c, rfl⟩
    have hz : normSq (0 : State n) = 0 := by simp [normSq]
    simp only [bondSpin, LinearMap.add_apply, map_smul, rungSpin_singletProduct, smul_zero,
      add_zero, hz, sum_const_zero, mul_zero]

end

end FullyFrustratedLadder
```

```lean
#print axioms FullyFrustratedLadder.singletProduct_groundState
#print axioms FullyFrustratedLadder.groundState_unique
```

```
'FullyFrustratedLadder.singletProduct_groundState' depends on axioms: [propext, Classical.choice, Quot.sound]
'FullyFrustratedLadder.groundState_unique' depends on axioms: [propext, Classical.choice, Quot.sound]
```

## Two rungs below and at J = 2

Elementary spin addition, not formalised here, shows what fails for smaller $J$. At $n=2$, put both rungs in triplets and couple them to total spin 0. Then $\mathbf T_0\cdot\mathbf T_1=-2$, counted twice, and each rung product is $\frac14$, so the energy is $-4+\frac J2$. This lies below $-\frac{3J}2$ whenever $J<2$, so no smaller threshold serves all $n\ge1$. At $J=2$ the energies are equal, and uniqueness fails. The example leaves open the thresholds for $n\ge3$.
